# Weak-field spin susceptibility from the spin stiffness

A magnetic field acting on the spins of a paramagnetic electron gas favours one spin species, while unequal populations cost energy. How much polarisation does a weak field produce?

Let $z=(n_\uparrow-n_\downarrow)/n$ be the polarisation (often written $\zeta$), where $\uparrow$ labels electrons whose magnetic moment points along the field. Let $e(z)$ be the ground-state energy per electron without the field, at fixed density $n$ and polarisation $z$. The field enters as an energy $h$, equal to $\mu_B B$ for $g=2$, and contributes $-hz$ per electron.

```lean
import Mathlib

open Filter Topology Set

namespace SpinSusceptibility

noncomputable section
```

`SpinEnergy e e' e''` requires $e$ to be continuous on $[-1,1]$, with derivatives $e'$ and $e''$ inside. The stiffness $e''$ is assumed positive there, so the energy cost curves upwards at every partial polarisation. The free gas in (g) satisfies this. Adding exchange, an energy $-C[(1+z)^{4/3}+(1-z)^{4/3}]$ with $C>0$, to the free gas violates it near $z=\pm1$, where the negative curvature of exchange diverges faster than the kinetic stiffness.

```lean
/-- An energy per electron `e`, continuous for polarisations in `[-1, 1]`, with first derivative
`e'` and positive second derivative (spin stiffness) `e''` at every partial polarisation. -/
structure SpinEnergy (e e' e'' : ℝ → ℝ) : Prop where
  cont : ContinuousOn e (Icc (-1) 1)
  deriv1 : ∀ z ∈ Ioo (-1 : ℝ) 1, HasDerivAt e (e' z) z
  deriv2 : ∀ z ∈ Ioo (-1 : ℝ) 1, HasDerivAt e' (e'' z) z
  stiff : ∀ z ∈ Ioo (-1 : ℝ) 1, 0 < e'' z
```

`IsEquilibrium e h z` says that $z$ minimises $e(z)-hz$ over $[-1,1]$. Identifying this minimiser with the state of a real gas presumes a uniform ground state and a field that acts only on spin.

```lean
/-- The polarisation `z` minimises the energy `e z - h z` in the field `h` over `[-1, 1]`. -/
def IsEquilibrium (e : ℝ → ℝ) (h z : ℝ) : Prop :=
  z ∈ Icc (-1 : ℝ) 1 ∧ ∀ w ∈ Icc (-1 : ℝ) 1, e z - h * z ≤ e w - h * w
```

## (a) The slope of the energy

Show that for $-1<a<b<1$,
$$e'(a)<e'(b).$$

By the mean value theorem, $e'(b)-e'(a)=e''(c)(b-a)>0$ for some $c$ between $a$ and $b$. Lean uses the library form, `strictMonoOn_of_deriv_pos`.

```lean
variable {e e' e'' : ℝ → ℝ}

/-- With positive spin stiffness, the first derivative of the energy increases strictly with the
polarisation on `(-1, 1)`. -/
theorem SpinEnergy.strictMono (S : SpinEnergy e e' e'') : StrictMonoOn e' (Ioo (-1) 1) := by
  apply strictMonoOn_of_deriv_pos (convex_Ioo _ _)
  · exact fun x hx => (S.deriv2 x hx).continuousAt.continuousWithinAt
  · intro x hx
    rw [interior_Ioo] at hx
    rw [(S.deriv2 x hx).deriv]
    exact S.stiff x hx
```

## (b) Energy and tangent

For $w\in(-1,1)$, $x\in[-1,1]$ and $x\ne w$, show that
$$e'(w)(x-w)<e(x)-e(w).$$

Some $c$ strictly between $x$ and $w$ satisfies $e(x)-e(w)=e'(c)(x-w)$. If $x>w$, then $e'(c)>e'(w)$ by (a), and $x-w$ is positive. If $x<w$, both signs reverse. The two cases are the two branches of the proof.

```lean
/-- With positive spin stiffness, the energy lies strictly above its tangent at any partial
polarisation `w`, except at `w` itself. -/
theorem SpinEnergy.tangent_lt (S : SpinEnergy e e' e'') {w x : ℝ} (hw : w ∈ Ioo (-1 : ℝ) 1)
    (hx : x ∈ Icc (-1 : ℝ) 1) (hne : x ≠ w) : e' w * (x - w) < e x - e w := by
  -- the mean slope between `x` and `w` is `e'` at an intermediate polarisation
  rcases lt_or_gt_of_ne hne with hlt | hgt
  · obtain ⟨c, hc, hs⟩ := exists_hasDerivAt_eq_slope e e' hlt
      (S.cont.mono (Icc_subset_Icc hx.1 hw.2.le))
      (fun y hy => S.deriv1 y ⟨by linarith [hx.1, hy.1], by linarith [hy.2, hw.2]⟩)
    have hm := S.strictMono ⟨by linarith [hx.1, hc.1], by linarith [hc.2, hw.2]⟩ hw hc.2
    rw [hs, div_lt_iff₀ (sub_pos.2 hlt)] at hm
    nlinarith
  · obtain ⟨c, hc, hs⟩ := exists_hasDerivAt_eq_slope e e' hgt
      (S.cont.mono (Icc_subset_Icc hw.1.le hx.2))
      (fun y hy => S.deriv1 y ⟨by linarith [hw.1, hy.1], by linarith [hy.2, hx.2]⟩)
    have hm := S.strictMono hw ⟨by linarith [hw.1, hc.1], by linarith [hc.2, hx.2]⟩ hc.1
    rw [hs, lt_div_iff₀ (sub_pos.2 hgt)] at hm
    exact hm
```

## (c) One equilibrium per field

Show that for every real $h$,
$$\exists!\,z\in[-1,1]:\quad e(z)-hz=\min_{w\in[-1,1]}\,[e(w)-hw].$$

A continuous function on a compact interval has a minimiser. By (a), $e$ is strictly convex (`hconv`). If $y\ne z$ both gave the minimum $m$, their midpoint $q=(y+z)/2$ would give
$$e(q)-hq<\tfrac12[e(y)-hy]+\tfrac12[e(z)-hz]=m,$$
a contradiction.

```lean
/-- With positive spin stiffness, every field has exactly one equilibrium polarisation. -/
theorem SpinEnergy.existsUnique (S : SpinEnergy e e' e'') (h : ℝ) :
    ∃! z, IsEquilibrium e h z := by
  have hc : ContinuousOn (fun z => e z - h * z) (Icc (-1) 1) :=
    S.cont.sub (continuous_const.mul continuous_id).continuousOn
  obtain ⟨z, hz, hmin⟩ := isCompact_Icc.exists_isMinOn ⟨0, by norm_num, by norm_num⟩ hc
  refine ⟨z, ⟨hz, fun w hw => hmin hw⟩, fun y hy => ?_⟩
  by_contra hne
  have hconv : StrictConvexOn ℝ (Icc (-1) 1) e := by
    apply StrictMonoOn.strictConvexOn_of_deriv (convex_Icc _ _) S.cont
    rw [interior_Icc]
    intro a ha b hb hab
    rw [(S.deriv1 a ha).deriv, (S.deriv1 b hb).deriv]
    exact S.strictMono ha hb hab
  -- two minimisers would both be beaten by their midpoint
  have hm := hconv.2 hy.1 hz hne (by norm_num : (0 : ℝ) < 1 / 2)
    (by norm_num : (0 : ℝ) < 1 / 2) (by norm_num)
  simp only [smul_eq_mul] at hm
  have hI : 1 / 2 * y + 1 / 2 * z ∈ Icc (-1 : ℝ) 1 :=
    ⟨by linarith [hy.1.1, hz.1], by linarith [hy.1.2, hz.2]⟩
  have h1 := hy.2 _ hI
  have h2 : e z - h * z ≤ _ := hmin hI
  nlinarith
```

## (d) Equilibrium in a bounded field

Let $0<\varepsilon<1$ and $e'(-\varepsilon)<h<e'(\varepsilon)$. Show that the equilibrium $z$ satisfies
$$-\varepsilon<z<\varepsilon,\qquad e'(z)=h.$$

The intermediate value theorem gives $w\in(-\varepsilon,\varepsilon)$ with $e'(w)=h$. If $z\ne w$, then (b) gives $h(z-w)<e(z)-e(w)$, that is, $e(w)-hw<e(z)-hz$. This contradicts minimality, so $z=w$.

```lean
/-- With positive spin stiffness, a field between `e' (-ε)` and `e' ε`, where `0 < ε < 1`, has its
equilibrium `z` between `-ε` and `ε`, and there `e' z = h`. -/
theorem SpinEnergy.weak_field (S : SpinEnergy e e' e'') {ε h z : ℝ} (h0 : 0 < ε) (h1 : ε < 1)
    (hh : h ∈ Ioo (e' (-ε)) (e' ε)) (hz : IsEquilibrium e h z) :
    z ∈ Ioo (-ε) ε ∧ e' z = h := by
  have hc : ContinuousOn e' (Icc (-ε) ε) := fun y hy =>
    (S.deriv2 y ⟨by linarith [hy.1], by linarith [hy.2]⟩).continuousAt.continuousWithinAt
  obtain ⟨w, hw, hwh⟩ := intermediate_value_Ioo (by linarith : -ε ≤ ε) hc hh
  have hwI : w ∈ Ioo (-1 : ℝ) 1 := ⟨by linarith [hw.1], by linarith [hw.2]⟩
  have hzw : z = w := by
    by_contra hne
    have ht := S.tangent_lt hwI hz.1 hne
    have hm := hz.2 w ⟨hwI.1.le, hwI.2.le⟩
    rw [hwh] at ht
    nlinarith
  rw [hzw]
  exact ⟨hw, hwh⟩
```

## (e) The susceptibility

Suppose also that $e'(0)=0$, as symmetry under spin reversal implies. Show that
$$\lim_{h\to0,\;h\ne0}\frac{z(h)}{h}=\frac1{e''(0)}.$$

By (a), $e'(-\varepsilon)<0<e'(\varepsilon)$, so (d) applies to all sufficiently small $h$ (`key`). Hence $z(h)\to0$ and $e'(z(h))=h$. For small $h\ne0$ this forces $z(h)\ne0$ (`hz'`), and
$$\frac h{z(h)}=\frac{e'(z(h))-e'(0)}{z(h)-0}\longrightarrow e''(0)>0.$$
Taking inverses gives the result.

In Lean, `z` is any function that assigns an equilibrium to each field; by (c) there is exactly one. The filter `𝓝[≠] 0` expresses the limit through nonzero fields. The ratio $z/h$ is an inverse energy; the usual susceptibility per volume, $\mu_0$ aside, is $n\mu_B^2$ times its limit. Positive stiffness at every partial polarisation is more than this limit needs. Suppose instead that $e''(0)>0$ and that $z=0$ is the only minimiser of $e$ on $[-1,1]$, with $e$ still continuous there and twice differentiable inside. Then the equilibria still tend to zero with the field, where $e'(z)=h$, and the same difference quotient gives $1/e''(0)$. This version, not proved in Lean here, also covers the gas with exchange when $e''(0)>0$ and the unpolarised state is its only ground state.

```lean
/-- **Spin susceptibility from stiffness.** With positive spin stiffness and `e' 0 = 0`, each field
has a unique equilibrium polarisation `z h`, and `z h / h` tends to `1 / e'' 0` as nonzero `h`
tends to zero. -/
theorem susceptibility_eq_inv_stiffness (S : SpinEnergy e e' e'') (h0 : e' 0 = 0) :
    (∀ h, ∃! z, IsEquilibrium e h z) ∧
    ∀ z : ℝ → ℝ, (∀ h, IsEquilibrium e h (z h)) →
      Tendsto (fun h => z h / h) (𝓝[≠] 0) (𝓝 (1 / e'' 0)) := by
  refine ⟨S.existsUnique, fun z hz => ?_⟩
  have hI : (0 : ℝ) ∈ Ioo (-1 : ℝ) 1 := ⟨by norm_num, by norm_num⟩
  have key : ∀ ε : ℝ, 0 < ε → ε < 1 →
      ∀ᶠ h in 𝓝[≠] (0 : ℝ), z h ∈ Ioo (-ε) ε ∧ e' (z h) = h := by
    intro ε hε hε1
    have hl := S.strictMono ⟨by linarith, by linarith⟩ hI (by linarith : -ε < 0)
    have hr := S.strictMono hI ⟨by linarith, hε1⟩ hε
    rw [h0] at hl hr
    filter_upwards [nhdsWithin_le_nhds (Ioo_mem_nhds hl hr)] with h hh
    exact S.weak_field hε hε1 hh (hz h)
  -- the polarisation vanishes with the field, but is nonzero in a weak nonzero field
  have hz0 : Tendsto z (𝓝[≠] 0) (𝓝 0) := by
    rw [Metric.tendsto_nhds]
    intro δ hδ
    filter_upwards [key (min δ (1 / 2)) (lt_min hδ (by norm_num))
      (lt_of_le_of_lt (min_le_right _ _) (by norm_num))] with h hh
    rw [Real.dist_eq, sub_zero, abs_lt]
    exact ⟨by linarith [hh.1.1, min_le_left δ (1 / 2)],
      by linarith [hh.1.2, min_le_left δ (1 / 2)]⟩
  have hz' : Tendsto z (𝓝[≠] 0) (𝓝[≠] 0) := by
    refine tendsto_nhdsWithin_iff.2 ⟨hz0, ?_⟩
    filter_upwards [key (1 / 2) (by norm_num) (by norm_num), self_mem_nhdsWithin] with h hh hne
    intro h1
    have h1' : z h = 0 := h1
    have h2 := hh.2
    rw [h1', h0] at h2
    exact hne h2.symm
  -- `h / z h` is a difference quotient of `e'` at zero polarisation
  have hs := (hasDerivAt_iff_tendsto_slope.1 (S.deriv2 0 hI)).comp hz'
  have hi := hs.inv₀ (S.stiff 0 hI).ne'
  rw [one_div]
  refine hi.congr' ?_
  filter_upwards [key (1 / 2) (by norm_num) (by norm_num)] with h hh
  simp only [Function.comp_apply, slope_def_field, hh.2, h0, sub_zero, inv_div]
```

## (f) Full polarisation

Show that
$$z=1\text{ is the equilibrium}\iff e'(w)\le h\ \text{ for all } w\in(-1,1).$$

If $z=1$ is the equilibrium, (b) and minimality give $e'(w)(1-w)<e(1)-e(w)\le h(1-w)$; divide by $1-w>0$. Conversely, for $x<1$ the mean value theorem gives $e(1)-e(x)=e'(c)(1-x)\le h(1-x)$, so $e(1)-h\le e(x)-hx$.

```lean
/-- With positive spin stiffness, full polarisation `z = 1` is the equilibrium exactly when the
field is at least `e' w` for every partial polarisation `w`. -/
theorem saturation_iff (S : SpinEnergy e e' e'') (h : ℝ) :
    IsEquilibrium e h 1 ↔ ∀ w ∈ Ioo (-1 : ℝ) 1, e' w ≤ h := by
  constructor
  · intro hs w hw
    have ht := S.tangent_lt hw ⟨by norm_num, le_refl 1⟩ hw.2.ne'
    have hm := hs.2 w ⟨hw.1.le, hw.2.le⟩
    have hp : 0 < 1 - w := sub_pos.2 hw.2
    exact le_of_mul_le_mul_right (by linarith : e' w * (1 - w) ≤ h * (1 - w)) hp
  · intro hh
    refine ⟨⟨by norm_num, le_refl 1⟩, fun x hx => ?_⟩
    rcases hx.2.eq_or_lt with rfl | hlt
    · exact le_refl _
    · obtain ⟨c, hc, hs⟩ := exists_hasDerivAt_eq_slope e e' hlt
        (S.cont.mono (Icc_subset_Icc hx.1 le_rfl))
        (fun y hy => S.deriv1 y ⟨by linarith [hx.1, hy.1], hy.2⟩)
      have hm := hh c ⟨by linarith [hx.1, hc.1], hc.2⟩
      rw [hs, div_le_iff₀ (sub_pos.2 hlt)] at hm
      linarith
```

## (g) The free electron gas

Let $E_F>0$ be the Fermi energy of the unpolarised three-dimensional gas. The spin species have Fermi energies $E_F(1\pm z)^{2/3}$, mean kinetic energies $3/5$ of these, and population fractions $(1\pm z)/2$. Thus
$$e(z)=\tfrac3{10}E_F\left[(1+z)^{5/3}+(1-z)^{5/3}\right].$$

```lean
/-- Kinetic energy per electron of the free electron gas in three dimensions at polarisation `z`
in `[-1, 1]`, with `EF` the Fermi energy of the unpolarised gas. -/
def freeEnergy (EF z : ℝ) : ℝ :=
  3 / 10 * EF * ((1 + z) ^ (5 / 3 : ℝ) + (1 - z) ^ (5 / 3 : ℝ))
```

Show that for $-1<z<1$,
$$e'(z)=\tfrac12E_F\left[(1+z)^{2/3}-(1-z)^{2/3}\right],$$

```lean
/-- Half the difference of the Fermi energies of the two spin species, for `z` in `[-1, 1]`. -/
def freeField (EF z : ℝ) : ℝ :=
  1 / 2 * EF * ((1 + z) ^ (2 / 3 : ℝ) - (1 - z) ^ (2 / 3 : ℝ))
```

$$e''(z)=\tfrac13E_F\left[(1+z)^{-1/3}+(1-z)^{-1/3}\right]>0.$$

```lean
/-- Spin stiffness of the free electron gas, for `z` strictly between `-1` and `1`. -/
def freeStiffness (EF z : ℝ) : ℝ :=
  1 / 3 * EF * ((1 + z) ^ (-(1 / 3) : ℝ) + (1 - z) ^ (-(1 / 3) : ℝ))
```

The power rule gives prefactors $\frac3{10}\cdot\frac53=\frac12$ and $\frac12\cdot\frac23=\frac13$; each derivative of $(1-z)^p$ brings a minus sign. The helpers `hp` and `hm` are these two power rules. Since $e''$ diverges at $z=\pm1$, `SpinEnergy` asks for derivatives only inside the interval.

```lean
/-- For positive Fermi energy, the free electron gas has `freeField` and the positive
`freeStiffness` as first and second derivatives of its energy at every partial polarisation. -/
theorem spinEnergy_witness {EF : ℝ} (hE : 0 < EF) :
    SpinEnergy (freeEnergy EF) (freeField EF) (freeStiffness EF) := by
  have hp : ∀ p z : ℝ, -1 < z →
      HasDerivAt (fun y : ℝ => (1 + y) ^ p) (p * (1 + z) ^ (p - 1)) z := by
    intro p z hz
    have h1 : HasDerivAt (fun y : ℝ => 1 + y) 1 z := (hasDerivAt_id' z).const_add 1
    exact (h1.rpow_const (p := p) (Or.inl (by linarith : 0 < 1 + z).ne')).congr_deriv (by ring)
  have hm : ∀ p z : ℝ, z < 1 →
      HasDerivAt (fun y : ℝ => (1 - y) ^ p) (-(p * (1 - z) ^ (p - 1))) z := by
    intro p z hz
    have h1 : HasDerivAt (fun y : ℝ => 1 - y) (-1) z := (hasDerivAt_id' z).const_sub 1
    exact (h1.rpow_const (p := p) (Or.inl (by linarith : 0 < 1 - z).ne')).congr_deriv (by ring)
  refine ⟨?_, fun z hz => ?_, fun z hz => ?_, fun z hz => ?_⟩
  · have h1 : Continuous (fun z : ℝ => (1 + z) ^ (5 / 3 : ℝ)) :=
      (continuous_const.add continuous_id).rpow_const (fun _ => Or.inr (by norm_num))
    have h2 : Continuous (fun z : ℝ => (1 - z) ^ (5 / 3 : ℝ)) :=
      (continuous_const.sub continuous_id).rpow_const (fun _ => Or.inr (by norm_num))
    exact (continuous_const.mul (h1.add h2)).continuousOn
  · refine (((hp (5 / 3) z hz.1).fun_add (hm (5 / 3) z hz.2)).const_mul
      (3 / 10 * EF)).congr_deriv ?_
    rw [show (5 / 3 : ℝ) - 1 = 2 / 3 by norm_num, freeField]
    ring
  · refine (((hp (2 / 3) z hz.1).fun_sub (hm (2 / 3) z hz.2)).const_mul
      (1 / 2 * EF)).congr_deriv ?_
    rw [show (2 / 3 : ℝ) - 1 = -(1 / 3) by norm_num, freeStiffness]
    ring
  · exact mul_pos (by positivity) (add_pos
      (Real.rpow_pos_of_pos (by linarith [hz.1]) _) (Real.rpow_pos_of_pos (by linarith [hz.2]) _))
```

## (h) Pauli response

For this non-interacting gas, show that
$$\lim_{h\to0,\;h\ne0}\frac{z(h)}h=\frac3{2E_F}.$$

From (g), $e'(0)=0$ and $e''(0)=\frac23E_F$. Insert these into (e).

```lean
/-- **Pauli susceptibility.** For positive Fermi energy `EF`, the equilibrium polarisation of the
free electron gas per unit field tends to `3 / (2 EF)` as the nonzero field tends to zero. -/
theorem pauli_susceptibility {EF : ℝ} (hE : 0 < EF) (z : ℝ → ℝ)
    (hz : ∀ h, IsEquilibrium (freeEnergy EF) h (z h)) :
    Tendsto (fun h => z h / h) (𝓝[≠] 0) (𝓝 (3 / (2 * EF))) := by
  have h0 : freeField EF 0 = 0 := by
    simp only [freeField, add_zero, sub_zero, sub_self, mul_zero]
  have h2 : freeStiffness EF 0 = 2 / 3 * EF := by
    simp only [freeStiffness, add_zero, sub_zero, Real.one_rpow]
    ring
  have h3 : 3 / (2 * EF) = 1 / freeStiffness EF 0 := by
    rw [h2, div_eq_div_iff (by positivity) (by positivity)]
    ring
  rw [h3]
  exact (susceptibility_eq_inv_stiffness (spinEnergy_witness hE) h0).2 z hz

end

end SpinSusceptibility
```

```lean
#print axioms SpinSusceptibility.susceptibility_eq_inv_stiffness
#print axioms SpinSusceptibility.saturation_iff
#print axioms SpinSusceptibility.pauli_susceptibility
```

```
'SpinSusceptibility.susceptibility_eq_inv_stiffness' depends on axioms: [propext, Classical.choice, Quot.sound]
'SpinSusceptibility.saturation_iff' depends on axioms: [propext, Classical.choice, Quot.sound]
'SpinSusceptibility.pauli_susceptibility' depends on axioms: [propext, Classical.choice, Quot.sound]
```
